# A finite-dimensional unitary is diagonal in some orthonormal basis, with phases as eigenvalues

The theorem `unitary_diagonalisation` says that every unitary operator on a finite-dimensional complex state space, written as a matrix `W`, has an orthonormal basis of eigenvectors whose eigenvalues are pure phases. In matrix form, there are a unitary `V` and real angles θ_j with W = V diag(exp(iθ_j)) V†. The attempt picks a phase z that is not an eigenvalue of `W` and forms a Cayley transform of `W`, which is Hermitian, so the spectral theorem gives it an orthonormal eigenbasis with real eigenvalues g_j. The same basis is then to diagonalise `W`, with eigenvalues z(g_j − i)/(g_j + i), and the arguments of these numbers serve as the angles.

The failing Lean file:

```lean
import Mathlib

open Matrix
open Complex (I)

namespace UnitaryDiagonalisation

variable {n : Type*} [Fintype n] [DecidableEq n]

/-- For every square matrix `W` some phase `z` on the unit circle is not an eigenvalue. -/
theorem exists_free_phase (W : Matrix n n ℂ) :
    ∃ z : ℂ, ‖z‖ = 1 ∧ (z • (1 : Matrix n n ℂ) - W).det ≠ 0 := by
  by_contra! h
  have hm : ∀ k : ℕ, (1 - (k : ℂ) * I) ≠ 0 := fun k hk => by
    simpa using congrArg Complex.re hk
  -- otherwise the characteristic polynomial has infinitely many roots
  refine W.charpoly_monic.ne_zero (Polynomial.eq_zero_of_infinite_isRoot _
    (Set.infinite_of_injective_forall_mem
      (f := fun k : ℕ => (1 + (k : ℂ) * I) / (1 - (k : ℂ) * I)) ?_ ?_))
  · intro k m hkm
    have h' : (1 + (k : ℂ) * I) / (1 - k * I) = (1 + (m : ℂ) * I) / (1 - m * I) := hkm
    rw [div_eq_div_iff (hm k) (hm m)] at h'
    have e : (k : ℂ) = m := by
      linear_combination (-I / 2) * h' + ((k : ℂ) - m) * Complex.I_sq
    exact_mod_cast e
  · intro k
    have hs : 1 + (k : ℂ) * I = star (1 - (k : ℂ) * I) :=
      Complex.ext (by simp) (by simp)
    rw [Set.mem_ofPred_eq, Polynomial.IsRoot.def, Matrix.eval_charpoly,
      Matrix.scalar_apply, ← Matrix.smul_one_eq_diagonal]
    apply h
    rw [hs, norm_div, norm_star, div_self (norm_ne_zero_iff.mpr (hm k))]

/-- Every unitary matrix is diagonal in some orthonormal basis, with phases
`exp(i θ_j)` on the diagonal. -/
theorem unitary_diagonalisation {W : Matrix n n ℂ} (hW : W ∈ Matrix.unitaryGroup n ℂ) :
    ∃ V ∈ Matrix.unitaryGroup n ℂ, ∃ θ : n → ℝ,
      W = V * diagonal (fun j => Complex.exp (θ j * I)) * Vᴴ := by
  have hWW : Wᴴ * W = 1 := Matrix.mem_unitaryGroup_iff'.mp hW
  obtain ⟨z, hz, hdet⟩ := exists_free_phase W
  have hz1 : star z * z = 1 := by
    rw [Complex.star_def, mul_comm, Complex.mul_conj, Complex.normSq_eq_norm_sq, hz]
    simp
  -- `a = z (z - W)⁻¹` satisfies `aᴴ = 1 - a`
  obtain ⟨a, ha, hWa⟩ : ∃ a : Matrix n n ℂ, aᴴ = 1 - a ∧ W * a = z • (a - 1) := by
    obtain ⟨N, hN⟩ : ∃ N, (z • (1 : Matrix n n ℂ) - W) * N = 1 :=
      ⟨_, Matrix.mul_nonsing_inv _ (isUnit_iff_ne_zero.mpr hdet)⟩
    have h3 : Nᴴ * (star z • (1 : Matrix n n ℂ) - Wᴴ) = 1 := by
      simpa only [Matrix.conjTranspose_mul, Matrix.conjTranspose_sub,
        Matrix.conjTranspose_smul, Matrix.conjTranspose_one] using
        congrArg Matrix.conjTranspose hN
    rw [sub_mul, smul_mul_assoc, one_mul] at hN
    have hWN : W * N = z • N - 1 := by rw [← hN, sub_sub_cancel]
    have h2 : (star z • (1 : Matrix n n ℂ) - Wᴴ) * (W * N) = -(star z • 1) := by
      rw [sub_mul, smul_mul_assoc, one_mul, ← mul_assoc, hWW, one_mul, hWN, smul_sub,
        smul_smul, hz1, one_smul]
      abel
    refine ⟨z • N, ?_, by rw [mul_smul_comm, hWN]⟩
    calc (z • N)ᴴ = -(Nᴴ * -(star z • 1)) := by
          rw [Matrix.conjTranspose_smul, mul_neg, neg_neg, mul_smul_comm, mul_one]
      _ = 1 - z • N := by rw [← h2, ← mul_assoc, h3, one_mul, hWN, neg_sub]
  -- the Cayley transform of `W` is Hermitian and has an orthonormal eigenbasis
  have hB : (I • (a + a - 1)).IsHermitian := by
    change (I • (a + a - 1))ᴴ = _
    rw [Matrix.conjTranspose_smul, Matrix.conjTranspose_sub, Matrix.conjTranspose_add,
      Matrix.conjTranspose_one, ha, show star I = -I by simp, neg_smul, ← smul_neg]
    congr 1
    abel
  have hc : ∀ (u : Matrix.unitaryGroup n ℂ) (D : Matrix n n ℂ),
      Unitary.conjStarAlgAut ℂ _ u D * (u : Matrix n n ℂ) = u * D := by
    intro u D
    simp [Unitary.conjStarAlgAut_apply, mul_assoc]
  obtain ⟨V, hVm, g, hg, hBV⟩ : ∃ V ∈ Matrix.unitaryGroup n ℂ, ∃ g : n → ℂ,
      (∀ j, (g j).im = 0) ∧ I • (a + a - 1) * V = V * diagonal g :=
    ⟨hB.eigenvectorUnitary, hB.eigenvectorUnitary.2, RCLike.ofReal ∘ hB.eigenvalues,
      fun j => Complex.conj_eq_iff_im.mp (RCLike.conj_ofReal (hB.eigenvalues j)),
      (congrArg (· * (hB.eigenvectorUnitary : Matrix n n ℂ)) hB.spectral_theorem).trans
        (hc _ _)⟩
  have hV : V * Vᴴ = 1 := Matrix.mem_unitaryGroup_iff.mp hVm
  have hq : W * (a * V) = z • (a * V - V) := by
    rw [← mul_assoc, hWa, smul_mul_assoc, sub_mul, one_mul]
  have rel : W * (V * diagonal g) + I • (W * V) = z • (V * diagonal g - I • V) := by
    rw [← hBV, smul_mul_assoc, sub_mul, add_mul, one_mul, mul_smul_comm, mul_sub,
      mul_add, hq]
    module
  rw [← mul_assoc] at rel
  -- the same basis diagonalises `W`, with eigenvalues of modulus one
  obtain ⟨w, hw, hWV⟩ : ∃ w : n → ℂ, (∀ j, ‖w j‖ = 1) ∧ W * V = V * diagonal w := by
    have hne : ∀ j, g j + I ≠ 0 := fun j h => by
      simpa [hg j] using congrArg Complex.im h
    refine ⟨fun j => z * (g j - I) / (g j + I), fun j => ?_, Matrix.ext fun i j => ?_⟩
    · have hs : g j - I = star (g j + I) := Complex.ext (by simp) (by simp [hg j])
      rw [hs, norm_div, norm_mul, norm_star, hz, one_mul,
        div_self (norm_ne_zero_iff.mpr (hne j))]
    · have c := congrFun (congrFun rel i) j
      simp only [Matrix.add_apply, Matrix.sub_apply, Matrix.smul_apply,
        Matrix.mul_diagonal, smul_eq_mul] at c
      rw [Matrix.mul_diagonal, ← mul_div_assoc, eq_div_iff (hne j)]
      linear_combination c
  have hexp : ∀ j, Complex.exp ((w j).arg * I) = w j := fun j => by
    simpa only [hw j, Complex.ofReal_one, one_mul] using
      Complex.norm_mul_exp_arg_mul_I (w j)
  refine ⟨V, hVm, fun j => (w j).arg, ?_⟩
  simp only [hexp]
  rw [← hWV, mul_assoc, hV, mul_one]

end UnitaryDiagonalisation
```

The compiler's answer:

```
Main.lean:93:10: error: Tactic `rewrite` failed: Did not find an occurrence of the pattern
  g j - I
in the target expression
  ‖(fun j => z * (g j - I) / (g j + I)) j‖ = 1

case refine_1
n : Type u_1
inst✝¹ : Fintype n
inst✝ : DecidableEq n
W : Matrix n n ℂ
hW : W ∈ unitaryGroup n ℂ
hWW : Wᴴ * W = 1
z : ℂ
hz : ‖z‖ = 1
hdet : (z • 1 - W).det ≠ 0
hz1 : star z * z = 1
a : Matrix n n ℂ
ha : aᴴ = 1 - a
hWa : W * a = z • (a - 1)
hB : (I • (a + a - 1)).IsHermitian
hc : ∀ (u : ↥(unitaryGroup n ℂ)) (D : Matrix n n ℂ), ((Unitary.conjStarAlgAut ℂ (Matrix n n ℂ)) u) D * ↑u = ↑u * D
V : Matrix n n ℂ
hVm : V ∈ unitaryGroup n ℂ
g : n → ℂ
hg : ∀ (j : n), (g j).im = 0
hBV : I • (a + a - 1) * V = V * diagonal g
hV : V * Vᴴ = 1
hq : W * (a * V) = z • (a * V - V)
rel : W * V * diagonal g + I • (W * V) = z • (V * diagonal g - I • V)
hne : ∀ (j : n), g j + I ≠ 0
j : n
hs : g j - I = star (g j + I)
⊢ ‖(fun j => z * (g j - I) / (g j + I)) j‖ = 1
```

Lean accepts the file once it reads:

```diff
@@ -91,4 +91,5 @@
     refine ⟨fun j => z * (g j - I) / (g j + I), fun j => ?_, Matrix.ext fun i j => ?_⟩
     · have hs : g j - I = star (g j + I) := Complex.ext (by simp) (by simp [hg j])
+      change ‖z * (g j - I) / (g j + I)‖ = 1
       rw [hs, norm_div, norm_mul, norm_star, hz, one_mul,
         div_self (norm_ne_zero_iff.mpr (hne j))]
```

Cause. The error arises where the proof must show that each proposed eigenvalue of `W` has modulus one. The eigenvalues were supplied as a function, `fun j => z * (g j - I) / (g j + I)`, and the goal is the norm of that function applied to `j`, with the application not yet carried out. Inside the function, the `j` in `g j - I` is the function's own bound variable, not the fixed index `j` that appears in `hs`. The two look alike in print, but `rw [hs]` searches for `g j - I` at the fixed index and finds no such term.

The added `change` line restates the goal as `‖z * (g j - I) / (g j + I)‖ = 1`, with the function applied. Lean accepts this because the two forms are equal by definition (beta reduction). Now `g j - I` occurs at the fixed index, so `hs` can rewrite it as `star (g j + I)`, and the remaining rewrites, which are unchanged, finish the step.
